# With an exact pseudo expansion in every sphere, the meta-GGA energy density of PAW orbitals is additive at every point

A valence orbital in a solid is smooth between the atoms and often varies rapidly near the nuclei. The projector augmented-wave (PAW) method represents it by a smooth orbital plus corrections centred on the atoms. A meta-GGA functional then takes the density, its gradient and the kinetic energy density of the full orbital. All three are quadratic in the orbitals, and the functional is in general nonlinear, so inserting the sum of smooth part and corrections produces cross terms. Can the energy density nevertheless be computed separately for the smooth orbitals and for each atom?

It can, at every point of space, if each correction vanishes outside a sphere around its atom, the spheres do not overlap, the functions are continuously differentiable (C1), and the pseudo partial waves reproduce the smooth orbitals exactly inside each sphere.

## Orbitals and their energy density

Space is a complete real inner product space E. Ordinary three-dimensional space and the real line are both instances. The finite index sets K, A and I label orbitals, atoms and partial waves.

In Lean 4 with Mathlib:

```lean
import Mathlib

open scoped Topology

namespace PAWMetaGGA

noncomputable section

variable {E K A I : Type*} [NormedAddCommGroup E] [InnerProductSpace ℝ E] [CompleteSpace E]
  [Fintype K] [Fintype A] [Fintype I]
```

Let φ_k be real orbitals with real weights w_k, which play the part of occupation numbers. Their density is

n(x) = Σ_k w_k φ_k(x)².

No normalisation or orthogonality is required of the orbitals.

```lean
/-- The density `n = ∑ w φ²` of real orbitals `φ` with weights `w`. -/
def density (w : K → ℝ) (φ : K → E → ℝ) (x : E) : ℝ := ∑ k, w k * φ k x ^ 2
```

The kinetic energy density, in atomic units, is

τ(x) = ½ Σ_k w_k |∇φ_k(x)|².

```lean
/-- The kinetic energy density `τ = ½ ∑ w |∇φ|²`. -/
def kineticDensity (w : K → ℝ) (φ : K → E → ℝ) (x : E) : ℝ :=
  1 / 2 * ∑ k, w k * ‖gradient (φ k) x‖ ^ 2
```

A meta-GGA is a function F of three local arguments. Write

F[φ](x) = F(n(x), ∇n(x), τ(x)).

In `metaGGA` the second argument is the gradient of the density itself, not a formula put in its place. F is an arbitrary function, with no continuity assumed. It has no spin resolution and no Laplacian argument. Hartree energy and exact exchange, which couple different points, are not of this form.

```lean
/-- The meta-GGA energy density `F(n, ∇n, τ)` at the point `x`. -/
def metaGGA (F : ℝ → E → ℝ → ℝ) (w : K → ℝ) (φ : K → E → ℝ) (x : E) : ℝ :=
  F (density w φ x) (gradient (density w φ) x) (kineticDensity w φ x)
```

## The PAW orbital and the conditions on it

Atom a has all-electron partial waves f_ai, pseudo partial waves g_ai and expansion coefficients c_aki. The two one-centre expansions of orbital k are

u_ak(x) = Σ_i c_aki f_ai(x),

v_ak(x) = Σ_i c_aki g_ai(x).

A single definition serves for both: `oneCentre (c a) (f a)` is the family u_a, and `oneCentre (c a) (g a)` is v_a.

```lean
/-- The one-centre expansion `∑ i, c k i * f i` of orbital `k` in partial waves `f`. -/
def oneCentre (c : K → I → ℝ) (f : I → E → ℝ) (k : K) (x : E) : ℝ := ∑ i, c k i * f i x
```

With smooth orbitals s_k, the PAW orbital is

ψ_k(x) = s_k(x) + Σ_a (u_ak(x) − v_ak(x)).

In a calculation the coefficients come from projector functions applied to s_k. Here they are given numbers, restricted only by the conditions below.

```lean
/-- The PAW orbital: the smooth orbital plus, for each atom, the all-electron minus the pseudo
one-centre expansion. -/
def pawOrbital (s : K → E → ℝ) (c : A → K → I → ℝ) (f g : A → I → E → ℝ) (k : K) (x : E) : ℝ :=
  s k x + ∑ a, (oneCentre (c a) (f a) k x - oneCentre (c a) (g a) k x)
```

Let atom a sit at p_a (`pos a`) with augmentation radius R_a > 0. Distinct spheres may touch but not overlap:

R_a + R_b ≤ |p_a − p_b| for a ≠ b.

All s_k, f_ai and g_ai are C1 on the whole of E. This excludes the cusp that an all-electron s wave has at a point nucleus, so the physical picture is one of a nucleus of finite size or a softened potential. The remaining two conditions are

f_ai(x) = g_ai(x) for |x − p_a| > R_a,

s_k(x) = v_ak(x) for |x − p_a| < R_a.

The first, `matching`, confines each correction to its sphere. The second, `complete`, says that the partial-wave set is rich enough to represent the smooth orbital exactly near the atom. A practical finite set achieves this only approximately, and the size of the resulting error is not estimated here. Neither condition is imposed on the surface of a sphere, where the values follow by continuity.

```lean
/-- The PAW setting: non-overlapping spheres of positive radius, C1 smooth orbitals, C1 partial
waves that match outside their sphere, and a pseudo expansion that reproduces the smooth
orbitals inside it. -/
structure PAWConditions (pos : A → E) (R : A → ℝ) (s : K → E → ℝ) (c : A → K → I → ℝ)
    (f g : A → I → E → ℝ) : Prop where
  radius_pos : ∀ a, 0 < R a
  disjoint : ∀ a b, a ≠ b → R a + R b ≤ dist (pos a) (pos b)
  smooth : ∀ k, ContDiff ℝ 1 (s k)
  allElectron_C1 : ∀ a i, ContDiff ℝ 1 (f a i)
  pseudo_C1 : ∀ a i, ContDiff ℝ 1 (g a i)
  matching : ∀ a i x, R a < dist x (pos a) → f a i x = g a i x
  complete : ∀ a k x, dist x (pos a) < R a → s k x = oneCentre (c a) (g a) k x
```

## Only orbital values and first derivatives enter

The product rule gives ∇(w_k φ_k²) = 2 w_k φ_k ∇φ_k, and summation over the orbitals yields

∇n(x) = Σ_k 2 w_k φ_k(x) ∇φ_k(x).

Hence all three arguments of F at x are fixed by the numbers φ_k(x) and the vectors ∇φ_k(x). The proof differentiates φ_k · φ_k as a product, adds the terms, and converts the derivative, a linear functional, into the gradient vector that represents it.

```lean
/-- For orbitals differentiable at `x`, the density gradient there is `∑ 2 w φ ∇φ`. -/
theorem gradient_density (w : K → ℝ) {φ : K → E → ℝ} {x : E}
    (hφ : ∀ k, DifferentiableAt ℝ (φ k) x) :
    gradient (density w φ) x = ∑ k, (2 * w k * φ k x) • gradient (φ k) x := by
  have h1 : ∀ k, HasFDerivAt (fun y => w k * φ k y ^ 2)
      ((2 * w k * φ k x) • fderiv ℝ (φ k) x) x := by
    intro k
    have h2 := ((hφ k).hasFDerivAt.mul (hφ k).hasFDerivAt).const_mul (w k)
    have e : (fun y => w k * φ k y ^ 2) = fun y => w k * (φ k * φ k) y := by
      funext y
      simp [pow_two]
    have e' : (2 * w k * φ k x) • fderiv ℝ (φ k) x =
        w k • (φ k x • fderiv ℝ (φ k) x + φ k x • fderiv ℝ (φ k) x) := by module
    rw [e, e']
    exact h2
  have h : HasFDerivAt (density w φ) (∑ k, (2 * w k * φ k x) • fderiv ℝ (φ k) x) x :=
    HasFDerivAt.fun_sum fun k _ => h1 k
  simp [gradient, h.fderiv, map_sum]
```

## Agreement in a region extends to its boundary

Let φ_k and χ_k be C1 and equal on an open set U. Around any point of U they agree in a whole neighbourhood, so their gradients agree there too:

φ_k = χ_k and ∇φ_k = ∇χ_k on U.

Both sides of both equations are continuous, so the equalities persist on the closure of U. By the preceding step the arguments of F coincide there, and

F[φ](x) = F[χ](x) for every x in the closure of U.

The limit is taken in the orbitals and their derivatives, never in F, which is why F may be discontinuous. In the proof, `hv` carries the values to the boundary and `hd` the gradients. The formula for ∇n then finishes the comparison.

```lean
/-- Two sets of C1 orbitals that agree on an open region have the same meta-GGA energy density
there and on the boundary of the region. -/
theorem metaGGA_eq_on_closure (F : ℝ → E → ℝ → ℝ) (w : K → ℝ) {φ χ : K → E → ℝ}
    (hφ : ∀ k, ContDiff ℝ 1 (φ k)) (hχ : ∀ k, ContDiff ℝ 1 (χ k)) {U : Set E} (hU : IsOpen U)
    (h : ∀ k, Set.EqOn (φ k) (χ k) U) {x : E} (hx : x ∈ closure U) :
    metaGGA F w φ x = metaGGA F w χ x := by
  -- values and first derivatives extend to the boundary by continuity
  have hv : ∀ k, φ k x = χ k x := fun k =>
    (h k).closure (hφ k).continuous (hχ k).continuous hx
  have hd : ∀ k, gradient (φ k) x = gradient (χ k) x := by
    intro k
    have h1 : Set.EqOn (fderiv ℝ (φ k)) (fderiv ℝ (χ k)) U := fun y hy =>
      Filter.EventuallyEq.fderiv_eq (Filter.eventuallyEq_of_mem (hU.mem_nhds hy) (h k))
    have h2 := h1.closure ((hφ k).continuous_fderiv (by simp))
      ((hχ k).continuous_fderiv (by simp)) hx
    simp only [gradient, h2]
  unfold metaGGA
  rw [gradient_density w (fun k => (hφ k).differentiable (by simp) x),
    gradient_density w (fun k => (hχ k).differentiable (by simp) x)]
  simp only [density, kineticDensity, hv, hd]
```

To apply this to u_a and v_a we need them to be C1. They are finite linear combinations of C1 functions.

```lean
omit [CompleteSpace E] [Fintype K] in
/-- A one-centre expansion in C1 partial waves is C1. -/
theorem oneCentre_contDiff (c : K → I → ℝ) {f : I → E → ℝ} (hf : ∀ i, ContDiff ℝ 1 (f i))
    (k : K) : ContDiff ℝ 1 (oneCentre c f k) := by
  change ContDiff ℝ 1 (fun x => ∑ i, c k i * f i x)
  exact ContDiff.sum fun i _ => contDiff_const.mul (hf i)
```

## Additivity inside, on and outside the spheres

The claim, for every F, every set of weights and every point x, is

F[ψ](x) = F[s](x) + Σ_a (F[u_a](x) − F[v_a](x)).

Suppose first that x lies in the closed sphere of atom a. Take y in the open sphere, and let b be another atom. The triangle inequality gives

|y − p_b| ≥ |p_a − p_b| − |y − p_a| > (R_a + R_b) − R_a = R_b,

so y is outside the sphere of b, and u_bk(y) = v_bk(y). Only the correction from a survives:

ψ_k(y) = s_k(y) + u_ak(y) − v_ak(y) = u_ak(y),

because s_k(y) = v_ak(y). These equalities hold on the open sphere, and x lies in its closure, so the boundary step gives

F[ψ](x) = F[u_a](x),

F[s](x) = F[v_a](x),

F[u_b](x) = F[v_b](x) for b ≠ a.

The right-hand side of the claim therefore reduces to

F[v_a](x) + F[u_a](x) − F[v_a](x) = F[u_a](x) = F[ψ](x).

The cross terms have not been neglected. Inside the sphere the full orbital is the all-electron expansion, and its energy density contains them all. A point where two spheres touch needs no separate treatment, since either atom may be taken as a.

Suppose now that x is outside every closed sphere. The set

U = {y : |y − p_a| > R_a for all a}

is open, because there are finitely many atoms, and it contains x. On U every pair satisfies u_ak = v_ak, hence ψ_k = s_k. All the one-centre differences vanish at x, and F[ψ](x) = F[s](x).

The theorem `metaGGA_paw` states the claim with the conditions collected in the hypothesis `h`. Its proof makes the same division with `by_cases hin`. In the first case, `far` is the triangle inequality, `h1` and `h2` are the equalities F[ψ](x) = F[u_a](x) and F[s](x) = F[v_a](x), and `Finset.sum_eq_single` removes the other atoms from the sum. In the second case, `hU` shows that the exterior region is open, and the comparisons there make every correction zero.

```lean
/-- In the PAW setting, any meta-GGA energy density of the PAW orbitals equals, at every point,
its smooth value plus all-electron minus pseudo one-centre values summed over the atoms. -/
theorem metaGGA_paw {pos : A → E} {R : A → ℝ} {s : K → E → ℝ} {c : A → K → I → ℝ}
    {f g : A → I → E → ℝ} (h : PAWConditions pos R s c f g) (F : ℝ → E → ℝ → ℝ) (w : K → ℝ)
    (x : E) :
    metaGGA F w (pawOrbital s c f g) x = metaGGA F w s x +
      ∑ a, (metaGGA F w (oneCentre (c a) (f a)) x - metaGGA F w (oneCentre (c a) (g a)) x) := by
  have hf := fun a k => oneCentre_contDiff (c a) (h.allElectron_C1 a) k
  have hg := fun a k => oneCentre_contDiff (c a) (h.pseudo_C1 a) k
  have hψ : ∀ k, ContDiff ℝ 1 (pawOrbital s c f g k) := by
    intro k
    have hsum : ContDiff ℝ 1
        (fun y => ∑ a, (oneCentre (c a) (f a) k y - oneCentre (c a) (g a) k y)) :=
      ContDiff.sum fun a _ => (hf a k).sub (hg a k)
    exact (h.smooth k).add hsum
  have off : ∀ a k y, R a < dist y (pos a) →
      oneCentre (c a) (f a) k y = oneCentre (c a) (g a) k y := fun a k y hy =>
    Finset.sum_congr rfl fun i _ => by rw [h.matching a i y hy]
  by_cases hin : ∃ a, dist x (pos a) ≤ R a
  · -- in the closed sphere `a`: compare on its interior, which lies outside every other sphere
    obtain ⟨a, ha⟩ := hin
    have hx : x ∈ closure (Metric.ball (pos a) (R a)) := by
      rw [closure_ball _ (h.radius_pos a).ne']
      exact ha
    have far : ∀ y ∈ Metric.ball (pos a) (R a), ∀ b, b ≠ a → R b < dist y (pos b) := by
      intro y hy b hb
      have h1 := h.disjoint a b hb.symm
      have h2 := dist_triangle_left (pos a) (pos b) y
      have h3 : dist y (pos a) < R a := hy
      linarith
    have h1 : metaGGA F w (pawOrbital s c f g) x = metaGGA F w (oneCentre (c a) (f a)) x := by
      refine metaGGA_eq_on_closure F w hψ (hf a) Metric.isOpen_ball (fun k y hy => ?_) hx
      unfold pawOrbital
      rw [Finset.sum_eq_single a, h.complete a k y hy]
      · ring
      · intro b _ hb
        rw [off b k y (far y hy b hb), sub_self]
      · simp
    have h2 : metaGGA F w s x = metaGGA F w (oneCentre (c a) (g a)) x :=
      metaGGA_eq_on_closure F w h.smooth (hg a) Metric.isOpen_ball
        (fun k y hy => h.complete a k y hy) hx
    rw [Finset.sum_eq_single a, h1, h2]
    · ring
    · intro b _ hb
      rw [metaGGA_eq_on_closure F w (hf b) (hg b) Metric.isOpen_ball
        (fun k y hy => off b k y (far y hy b hb)) hx, sub_self]
    · simp
  · -- outside all spheres: every correction vanishes nearby
    have hU : IsOpen {y : E | ∀ a, R a < dist y (pos a)} := by
      simp only [Set.ofPred_forall]
      exact isOpen_iInter_of_finite fun a =>
        isOpen_lt continuous_const (continuous_id.dist continuous_const)
    have hx : x ∈ closure {y : E | ∀ a, R a < dist y (pos a)} :=
      subset_closure fun a => not_le.1 fun ha => hin ⟨a, ha⟩
    have h1 : metaGGA F w (pawOrbital s c f g) x = metaGGA F w s x := by
      refine metaGGA_eq_on_closure F w hψ h.smooth hU (fun k y hy => ?_) hx
      unfold pawOrbital
      rw [Finset.sum_eq_zero fun a _ => by rw [off a k y (hy a), sub_self], add_zero]
    have h2 : ∀ a, metaGGA F w (oneCentre (c a) (f a)) x =
        metaGGA F w (oneCentre (c a) (g a)) x := fun a =>
      metaGGA_eq_on_closure F w (hf a) (hg a) hU (fun k y hy => off a k y (hy a)) hx
    simp only [h1, h2, sub_self, Finset.sum_const_zero, add_zero]
```

For real orbitals that meet these conditions, a PAW program may thus evaluate a meta-GGA energy density for the smooth orbitals on one grid and for the one-centre expansions on grids around the atoms, without a mixed term. PAW programs usually also include the contributions of a frozen core to n and τ, which are left out here. The identity is pointwise. To integrate it term by term, it is enough that F[s] is integrable over all space and that F[u_a] and F[v_a] are integrable over the sphere of atom a, outside which they cancel.

## An example on the line

The conditions leave room for a correction that is not zero. Put one atom at the origin of the real line, with radius 1, one orbital and one partial wave. Let T be a smooth step function with T(t) = 0 for t ≤ 0 and T(t) = 1 for t ≥ 1, and choose

f(x) = x + T(1 − x²).

```lean
/-- A partial wave on the line: `x` plus a smooth bump supported in `[-1, 1]`. -/
def bumpWave (x : ℝ) : ℝ := x + Real.smoothTransition (1 - x ^ 2)
```

Take s(x) = g(x) = x and coefficient 1. For |x| > 1 the argument 1 − x² is negative, so f(x) = x = g(x), as matching demands. Inside the sphere s = 1 · g, so the pseudo expansion is exact. All the functions are C1, and with a single atom there is no pair of spheres to separate. The PAW orbital is ψ = f, which differs from s at the origin: ψ(0) = 1 and s(0) = 0.

The orbital grows linearly and is not a bound state. Since s equals g on the whole line, additivity is immediate in this case; the example serves to show that the conditions admit a genuine augmentation. The proof of `PAWConditions_witness` goes through them one by one.

```lean
/-- The PAW setting is realised on the line by one atom at the origin with radius 1, all-electron
wave `bumpWave`, and pseudo wave and smooth orbital both equal to `x`. -/
theorem PAWConditions_witness :
    PAWConditions (E := ℝ) (K := Unit) (A := Unit) (I := Unit) (fun _ => 0) (fun _ => 1)
      (fun _ x => x) (fun _ _ _ => 1) (fun _ _ => bumpWave) (fun _ _ x => x) where
  radius_pos _ := one_pos
  disjoint a b hab := absurd (Subsingleton.elim a b) hab
  smooth _ := contDiff_id
  allElectron_C1 _ _ := by
    have hT : ContDiff ℝ 1 Real.smoothTransition := by
      exact_mod_cast Real.smoothTransition.contDiff (n := 1)
    change ContDiff ℝ 1 (fun x : ℝ => x + Real.smoothTransition (1 - x ^ 2))
    exact contDiff_id.add (hT.comp (contDiff_const.sub (contDiff_id.pow 2)))
  pseudo_C1 _ _ := contDiff_id
  matching _ _ x hx := by
    have h1 : 1 < |x| := by simpa [Real.dist_eq] using hx
    have h2 : 1 - x ^ 2 ≤ 0 := by nlinarith [sq_abs x]
    change x + Real.smoothTransition (1 - x ^ 2) = x
    rw [Real.smoothTransition.zero_of_nonpos h2, add_zero]
  complete _ _ x _ := by simp [oneCentre]

end

end PAWMetaGGA
```

```lean
#print axioms PAWMetaGGA.metaGGA_paw
```

```
'PAWMetaGGA.metaGGA_paw' depends on axioms: [propext, Classical.choice, Quot.sound]
```
